# Zero-sum amplitudes on three sites form an irreducible subspace under all site permutations

`ringPlane_irreducible` concerns the finite space ℂ³ of amplitudes on three sites, on which all six permutations of the sites act by permutation matrices (`ringRep`); no Hamiltonian or normalisation enters. It states that the plane of vectors whose amplitudes sum to zero is nonzero, is mapped into itself by every permutation, and has only `⊥` and itself as invariant subspaces. The attempt shows that a nonzero invariant subspace `E` of the plane contains the unnormalised vector (1, −1, 0), of norm √2, and its swapped image (1, 0, −1), which together span the plane. The failing step `key` takes `u ∈ E` with `u 0 ≠ u 1`, subtracts the vector with sites 0 and 1 exchanged, scales by `(u 0 - u 1)⁻¹`, and compares components using `simp`, `field_simp` and `ring`.

This version doesn't compile in Lean 4 with Mathlib:

```lean
import Mathlib

open Matrix Module

namespace StateAveragedDegeneracy

noncomputable section

variable {G n : Type*} [Group G] [Fintype n] [DecidableEq n]
  {U : G →* Matrix n n ℂ} {W : Submodule ℂ (n → ℂ)} {P : Matrix n n ℂ}

/-- Every symmetry operation maps the subspace `W` into itself. -/
def IsInvariant (U : G →* Matrix n n ℂ) (W : Submodule ℂ (n → ℂ)) : Prop :=
  ∀ g, ∀ v ∈ W, U g *ᵥ v ∈ W

/-- `W` is nonzero, invariant, and its only invariant subspaces are `0` and `W`. -/
structure IsIrreducible (U : G →* Matrix n n ℂ) (W : Submodule ℂ (n → ℂ)) : Prop where
  ne_bot : W ≠ ⊥
  invariant : IsInvariant U W
  minimal : ∀ W' ≤ W, IsInvariant U W' → W' = ⊥ ∨ W' = W

/-- The transformed operator `U_g X U_g†`. -/
def rotate (U : G →* Matrix n n ℂ) (g : G) (X : Matrix n n ℂ) : Matrix n n ℂ :=
  U g * X * (U g)ᴴ

/-- Permutations of the sites of a three-site ring, as permutation matrices. -/
def ringRep : Equiv.Perm (Fin 3) →* Matrix (Fin 3) (Fin 3) ℂ where
  toFun σ := Matrix.of fun i j => if i = σ j then 1 else 0
  map_one' := by
    ext i j
    simp [one_apply]
    rfl
  map_mul' σ τ := by
    ext i j
    simp only [mul_apply, of_apply, mul_ite, mul_one, mul_zero, Finset.sum_ite_eq',
      Finset.mem_univ, if_true, Equiv.Perm.mul_apply]
    rfl

/-- The vectors on the ring whose site amplitudes sum to zero. -/
def ringPlane : Submodule ℂ (Fin 3 → ℂ) where
  carrier := {v | ∑ i, v i = 0}
  add_mem' := fun {a b} ha hb => by simp_all [Finset.sum_add_distrib]
  zero_mem' := by simp
  smul_mem' := fun c v hv => by simp_all [← Finset.mul_sum]

/-- A site permutation relabels the components of vectors and of matrices. -/
lemma ringRep_apply (σ : Equiv.Perm (Fin 3)) :
    (∀ u, ringRep σ *ᵥ u = fun i => u (σ.symm i)) ∧
      ∀ X i j, rotate ringRep σ X i j = X (σ.symm i) (σ.symm j) := by
  have he : ∀ i j, ringRep σ i j = if j = σ.symm i then 1 else 0 := fun i j => by
    show (if i = σ j then (1 : ℂ) else 0) = _
    exact if_congr (by rw [Equiv.eq_symm_apply]; exact eq_comm) rfl rfl
  refine ⟨fun u => funext fun i => ?_, fun X i j => ?_⟩ <;>
    simp only [mulVec, dotProduct, rotate, mul_apply, conjTranspose_apply, he,
      apply_ite (star : ℂ → ℂ), star_one, star_zero, ite_mul, mul_ite, one_mul, zero_mul,
      mul_one, mul_zero, Finset.sum_ite_eq', Finset.mem_univ, if_true]

/-- The sum-zero plane is irreducible under site permutations. -/
lemma ringPlane_irreducible : IsIrreducible ringRep ringPlane := by
  have hm : ∀ v, v ∈ ringPlane ↔ v 0 + v 1 + v 2 = 0 := fun v => by
    rw [← Fin.sum_univ_three]; rfl
  refine ⟨fun h => ?_, fun σ v hv => ?_, fun E hE hinv => or_iff_not_imp_left.mpr fun h0 => ?_⟩
  · have h1 : ![1, -1, 0] ∈ ringPlane := (hm _).mpr (by simp)
    rw [h, Submodule.mem_bot] at h1
    simpa using congrFun h1 0
  · rw [(ringRep_apply σ).1]
    exact (Equiv.sum_comp σ.symm v).trans hv
  · have s1 : ∀ u ∈ E, ![u 1, u 0, u 2] ∈ E := fun u hu => by
      convert hinv (Equiv.swap 0 1) u hu using 1
      rw [(ringRep_apply _).1]; ext i; fin_cases i <;> rfl
    have s2 : ∀ u ∈ E, ![u 0, u 2, u 1] ∈ E := fun u hu => by
      convert hinv (Equiv.swap 1 2) u hu using 1
      rw [(ringRep_apply _).1]; ext i; fin_cases i <;> rfl
    have key : ∀ u ∈ E, u 0 ≠ u 1 → ![1, -1, 0] ∈ E := fun u hu hne => by
      have hd := sub_ne_zero.mpr hne
      convert E.smul_mem (u 0 - u 1)⁻¹ (E.sub_mem hu (s1 u hu)) using 1
      ext i; fin_cases i <;> simp <;> field_simp <;> ring
    obtain ⟨v, hv, hv0⟩ := (Submodule.ne_bot_iff E).mp h0
    have hd : ![1, -1, 0] ∈ E := by
      by_contra hd
      have a : v 0 = v 1 := by_contra fun h => hd (key v hv h)
      have b : v 0 = v 2 := by_contra fun h => hd (key _ (s2 v hv) h)
      have c := (hm v).mp (hE hv)
      have d : v 0 = 0 := by linear_combination (c + a + b) / 3
      apply hv0
      ext i; fin_cases i <;> simp [← a, ← b, d]
    refine le_antisymm hE fun w hw => ?_
    have c : w 0 = -w 1 - w 2 := by linear_combination (hm w).mp hw
    convert E.add_mem (E.smul_mem (-w 1) hd) (E.smul_mem (-w 2) (s2 _ hd)) using 1
    ext i; fin_cases i <;> simp [c, sub_eq_add_neg]

end

end StateAveragedDegeneracy
```

Messages:

```
Try this:
  [apply] ring_nf
  
  The `ring` tactic failed to close the goal. Use `ring_nf` to obtain a normal form.
    
  Note that `ring` works primarily in *commutative* rings. If you have a noncommutative ring, abelian group or module, consider using `noncomm_ring`, `abel` or `module` instead.
Try this:
  [apply] ring_nf
  
  The `ring` tactic failed to close the goal. Use `ring_nf` to obtain a normal form.
    
  Note that `ring` works primarily in *commutative* rings. If you have a noncommutative ring, abelian group or module, consider using `noncomm_ring`, `abel` or `module` instead.
Try this:
  [apply] ring_nf
  
  The `ring` tactic failed to close the goal. Use `ring_nf` to obtain a normal form.
    
  Note that `ring` works primarily in *commutative* rings. If you have a noncommutative ring, abelian group or module, consider using `noncomm_ring`, `abel` or `module` instead.
Main.lean:74:71: error: unsolved goals
case «0»
hm : ∀ (v : Fin 3 → ℂ), v ∈ ringPlane ↔ v 0 + v 1 + v 2 = 0
E : Submodule ℂ (Fin 3 → ℂ)
hE : E ≤ ringPlane
hinv : IsInvariant ringRep E
h0 : ¬E = ⊥
s1 : ∀ u ∈ E, ![u 1, u 0, u 2] ∈ E
s2 : ∀ u ∈ E, ![u 0, u 2, u 1] ∈ E
u : Fin 3 → ℂ
hu : u ∈ E
hne : u 0 ≠ u 1
hd : u 0 - u 1 ≠ 0
⊢ u 0 - u 1 = -u 1 + vecHead u

case «1»
hm : ∀ (v : Fin 3 → ℂ), v ∈ ringPlane ↔ v 0 + v 1 + v 2 = 0
E : Submodule ℂ (Fin 3 → ℂ)
hE : E ≤ ringPlane
hinv : IsInvariant ringRep E
h0 : ¬E = ⊥
s1 : ∀ u ∈ E, ![u 1, u 0, u 2] ∈ E
s2 : ∀ u ∈ E, ![u 0, u 2, u 1] ∈ E
u : Fin 3 → ℂ
hu : u ∈ E
hne : u 0 ≠ u 1
hd : u 0 - u 1 ≠ 0
⊢ -u 0 + u 1 = -u 0 + vecHead (vecTail u)

case «2»
hm : ∀ (v : Fin 3 → ℂ), v ∈ ringPlane ↔ v 0 + v 1 + v 2 = 0
E : Submodule ℂ (Fin 3 → ℂ)
hE : E ≤ ringPlane
hinv : IsInvariant ringRep E
h0 : ¬E = ⊥
s1 : ∀ u ∈ E, ![u 1, u 0, u 2] ∈ E
s2 : ∀ u ∈ E, ![u 0, u 2, u 1] ∈ E
u : Fin 3 → ℂ
hu : u ∈ E
hne : u 0 ≠ u 1
hd : u 0 - u 1 ≠ 0
⊢ u 0 - u 1 = 0 ∨ vecHead (vecTail (vecTail u)) - u 2 = 0
```

What went wrong. The three "Try this: `ring_nf`" notices, one per component, say that `ring` did not close its goal and only normalised it. The error at 74:71 lists the three goals left open in `key`.

These goals show that `simp` expressed the entries of `u` in the difference `u - ![u 1, u 0, u 2]` as `vecHead u`, `vecHead (vecTail u)` and `vecHead (vecTail (vecTail u))`. These equal `u 0`, `u 1`, `u 2` by definition but differ in form, so `ring` treats them as unrelated atoms in cases 0 and 1. In case 2 the vanishing product has also become a disjunction, which `ring` does not prove.

The repair drops that tactic chain and treats each component separately. Each `show` restates the goal, up to definitional unfolding, with `u 0`, `u 1`, `u 2` only. Component 0 is closed by `inv_mul_cancel₀ hd`. In component 1, `← neg_sub` turns `u 1 - u 0` into `-(u 0 - u 1)`, `mul_neg` pulls out the sign, and the same cancellation gives `-1`. In component 2, `sub_self` and `mul_zero` give `0`.

As a diff, the version that Lean accepts:

```diff
@@ -75,5 +75,11 @@
       have hd := sub_ne_zero.mpr hne
       convert E.smul_mem (u 0 - u 1)⁻¹ (E.sub_mem hu (s1 u hu)) using 1
-      ext i; fin_cases i <;> simp <;> field_simp <;> ring
+      ext i; fin_cases i
+      · show (1 : ℂ) = (u 0 - u 1)⁻¹ * (u 0 - u 1)
+        rw [inv_mul_cancel₀ hd]
+      · show (-1 : ℂ) = (u 0 - u 1)⁻¹ * (u 1 - u 0)
+        rw [← neg_sub (u 0) (u 1), mul_neg, inv_mul_cancel₀ hd]
+      · show (0 : ℂ) = (u 0 - u 1)⁻¹ * (u 2 - u 2)
+        rw [sub_self, mul_zero]
     obtain ⟨v, hv, hv0⟩ := (Submodule.ne_bot_iff E).mp h0
     have hd : ![1, -1, 0] ∈ E := by
```
